# The plasma-frequency trace rule for Ewald sums on an orthorhombic lattice

For identical ions in a uniform neutralising background, with one ion per cell, the squared phonon frequencies at each nonzero reduced wave vector should add up to the squared plasma frequency. This holds for any Bravais lattice, stable or not; an unstable mode has a negative squared frequency. Here the rule is expressed through Ewald sums for a primitive orthorhombic lattice, with sides \(a_0,a_1,a_2>0\) and volume \(\Omega=a_0a_1a_2\). Equal sides give the simple cubic lattice, not the body-centred or face-centred one.

Let \(R\) run over the lattice vectors, with components \(a_in_i\) for integers \(n_i\), and \(G\) over the reciprocal vectors, with components \(2\pi n_i/a_i\). For a splitting parameter \(\eta>0\) and any real wave vector \(q\), the claim is

\[
\frac{4\pi}{\Omega}\Big(\sum_G e^{-(q+G)^2/4\eta^2}-\sum_{G\ne0}e^{-G^2/4\eta^2}\Big)+\frac{4\eta^3}{\sqrt\pi}\sum_R(1-\cos q\cdot R)\,e^{-\eta^2R^2}=\frac{4\pi}{\Omega}.
\]

In Gaussian units, multiplying the right side by squared ionic charge over mass gives \(\omega_p^2\).

## Poisson summation at q and at zero

On one axis, with side \(a\) and wave number \(x\), the Fourier integral is

\[
\int e^{-\eta^2y^2-ixy}e^{-igy}\,dy=\frac{\sqrt\pi}{\eta}e^{-(x+g)^2/4\eta^2}.
\]

Poisson summation over \(y=an\) then gives

\[
\sum_n e^{-\eta^2a^2n^2-ixan}=\frac{\sqrt\pi}{\eta a}\sum_m e^{-(x+2\pi m/a)^2/4\eta^2}.
\]

All these sums converge absolutely. Multiplying the three axes and taking the real part,

\[
\sum_R\cos(q\cdot R)e^{-\eta^2R^2}=\frac{\pi^{3/2}}{\Omega\eta^3}\sum_Ge^{-(q+G)^2/4\eta^2}.
\]

Subtract this from its case \(q=0\) and multiply by \(4\eta^3/\sqrt\pi\):

\[
\frac{4\eta^3}{\sqrt\pi}\sum_R(1-\cos q\cdot R)e^{-\eta^2R^2}=\frac{4\pi}{\Omega}\Big(\sum_Ge^{-G^2/4\eta^2}-\sum_Ge^{-(q+G)^2/4\eta^2}\Big).
\]

Adding the reciprocal part of the claim cancels everything except the \(G=0\) term, which is 1.

## Gaussians as traces of force constants

With \(k\) standing for \(q+G\) or \(G\), the reciprocal force-constant tensor is \(kk^T e^{-k^2/4\eta^2}/k^2\). Since \(\operatorname{tr}kk^T=k^2\), its trace is the Gaussian when \(k\ne0\).

The short-range potential is \(v(r)=\operatorname{erfc}(\eta r)/r\), and the trace of its Hessian is its Laplacian. With \(u=rv=\operatorname{erfc}(\eta r)\),

\[
v''+\frac2rv'=\frac{u''}{r},\qquad u'=-\frac{2\eta}{\sqrt\pi}e^{-\eta^2r^2},\qquad \frac{u''}{r}=\frac{4\eta^3}{\sqrt\pi}e^{-\eta^2r^2}.
\]

## Lattices, Gaussians and potentials in Lean

```lean
import Mathlib

open scoped Real Matrix

namespace EwaldTraceRule

noncomputable section
```

An integer triple `n` labels a lattice vector, and `a : Fin 3 → ℝ` holds the three sides.

```lean
/-- The vector with components `b i` times an integer, in an orthorhombic lattice of sides `b`. -/
def latticeVec (b : Fin 3 → ℝ) (n : ℤ × ℤ × ℤ) : Fin 3 → ℝ :=
  ![b 0 * n.1, b 1 * n.2.1, b 2 * n.2.2]
```

Reciprocal vectors use the same construction and include the factor \(2\pi\).

```lean
/-- The reciprocal lattice vector `G`, with sides `2π / a i`, for nonzero `a i`. -/
def recipVec (a : Fin 3 → ℝ) (n : ℤ × ℤ × ℤ) : Fin 3 → ℝ :=
  latticeVec (fun i => 2 * π / a i) n

/-- The volume `Ω` of the orthorhombic cell with positive sides `a`. -/
def cellVolume (a : Fin 3 → ℝ) : ℝ := a 0 * a 1 * a 2
```

The two Gaussians fix the convention for \(\eta\); `⬝ᵥ` is the dot product.

```lean
/-- The reciprocal-space Ewald Gaussian `exp(-k²/(4η²))`, for `η ≠ 0`. -/
def recipGauss (η : ℝ) (k : Fin 3 → ℝ) : ℝ := Real.exp (-(1 / (4 * η ^ 2)) * (k ⬝ᵥ k))

/-- The real-space Ewald Gaussian `exp(-η²R²)`. -/
def realGauss (η : ℝ) (R : Fin 3 → ℝ) : ℝ := Real.exp (-η ^ 2 * (R ⬝ᵥ R))
```

The error function is defined by its integral, and the short-range potential follows from it.

```lean
/-- The complementary error function. -/
def erfc (x : ℝ) : ℝ := 1 - 2 / √π * ∫ t in (0 : ℝ)..x, Real.exp (-t ^ 2)

/-- The short-range Ewald potential `erfc(ηr)/r`, for `η > 0` and `r > 0`. -/
def shortRange (η r : ℝ) : ℝ := erfc (η * r) / r
```

The Laplacian is the radial formula, built from actual derivatives.

```lean
/-- The Laplacian `v'' + (2/r) v'` of a radial function in three dimensions, for `r > 0` and `v`
twice differentiable at `r`. -/
def radialLaplacian (v : ℝ → ℝ) (r : ℝ) : ℝ := deriv (deriv v) r + 2 / r * deriv v r
```

The tensor omits the prefactor \(4\pi/\Omega\), which appears in the theorems.

```lean
/-- The reciprocal-space force-constant tensor `k kᵀ exp(-k²/(4η²))/k²`,
for `k ≠ 0` and `η ≠ 0`. -/
def recipTensor (η : ℝ) (k : Fin 3 → ℝ) : Matrix (Fin 3) (Fin 3) ℝ :=
  (recipGauss η k / (k ⬝ᵥ k)) • Matrix.vecMulVec k k
```

## Convergence and factorisation

Expanding the square turns each Gaussian term into a constant times the norm of a Jacobi theta term, whose summability is known.

```lean
/-- A Gaussian sampled on a shifted line of equally spaced points has a convergent sum. -/
theorem summable_line {c g : ℝ} (hc : 0 < c) (hg : 0 < g) (x : ℝ) :
    Summable fun n : ℤ => Real.exp (-c * (x + g * n) ^ 2) := by
  obtain ⟨w, hw⟩ : ∃ w : ℝ, π * w = c * x * g := ⟨c * x * g / π, by field_simp⟩
  obtain ⟨v, hv0, hv⟩ : ∃ v : ℝ, 0 < v ∧ π * v = c * g ^ 2 :=
    ⟨c * g ^ 2 / π, by positivity, by field_simp⟩
  have hw' : (π : ℂ) * w = c * x * g := by exact_mod_cast hw
  have hv' : (π : ℂ) * v = c * g ^ 2 := by exact_mod_cast hv
  -- compare with the terms of the Jacobi theta function
  have h := ((summable_jacobiTheta₂_term_iff (Complex.I * w) (Complex.I * v)).mpr
    (by simpa using hv0)).norm.mul_left (Real.exp (-c * x ^ 2))
  have e : (fun n : ℤ => Real.exp (-c * (x + g * n) ^ 2)) = fun n : ℤ =>
      Real.exp (-c * x ^ 2) * ‖jacobiTheta₂_term n (Complex.I * w) (Complex.I * v)‖ := by
    funext n
    have e1 : 2 * (π : ℂ) * Complex.I * n * (Complex.I * w)
        + π * Complex.I * n ^ 2 * (Complex.I * v)
        = ((-(2 * c * x * g * n) - c * g ^ 2 * n ^ 2 : ℝ) : ℂ) := by
      push_cast
      linear_combination (2 * n * π * w + n ^ 2 * π * v) * Complex.I_sq
        - 2 * n * hw' - n ^ 2 * hv'
    rw [jacobiTheta₂_term, e1, Complex.norm_exp, Complex.ofReal_re, ← Real.exp_add]
    congr 1
    ring
  rw [e]
  exact h
```

Absolute convergence allows the triple sum to be factorised.

```lean
/-- A lattice sum of a product of three absolutely summable one-dimensional factors is the
product of the three sums. -/
theorem tsum_triple {K : Type*} [RCLike K] {f : Fin 3 → ℤ → K}
    (hf : ∀ i, Summable fun n => ‖f i n‖) :
    ∑' n : ℤ × ℤ × ℤ, f 0 n.1 * (f 1 n.2.1 * f 2 n.2.2)
      = (∑' n, f 0 n) * ((∑' n, f 1 n) * ∑' n, f 2 n) := by
  rw [tsum_mul_tsum_of_summable_norm (hf 1) (hf 2),
    tsum_mul_tsum_of_summable_norm (hf 0) ((hf 1).mul_norm (hf 2))]
```

The Gaussian splits over the axes, so its lattice sum converges too.

```lean
/-- The Gaussian `exp(-c k²)` with `c > 0` factorises over the three axes of a shifted
orthorhombic lattice, and its lattice sum converges. -/
theorem gaussian_lattice {c : ℝ} (hc : 0 < c) {b : Fin 3 → ℝ} (hb : ∀ i, 0 < b i)
    (q : Fin 3 → ℝ) :
    (∀ n, Real.exp (-c * ((q + latticeVec b n) ⬝ᵥ (q + latticeVec b n)))
      = Real.exp (-c * (q 0 + b 0 * n.1) ^ 2) * (Real.exp (-c * (q 1 + b 1 * n.2.1) ^ 2)
        * Real.exp (-c * (q 2 + b 2 * n.2.2) ^ 2))) ∧
    Summable fun n => Real.exp (-c * ((q + latticeVec b n) ⬝ᵥ (q + latticeVec b n))) := by
  have h : ∀ n, Real.exp (-c * ((q + latticeVec b n) ⬝ᵥ (q + latticeVec b n)))
      = Real.exp (-c * (q 0 + b 0 * n.1) ^ 2) * (Real.exp (-c * (q 1 + b 1 * n.2.1) ^ 2)
        * Real.exp (-c * (q 2 + b 2 * n.2.2) ^ 2)) := by
    intro n
    rw [← Real.exp_add, ← Real.exp_add]
    congr 1
    simp only [latticeVec, dotProduct, Fin.sum_univ_three, Pi.add_apply, Matrix.cons_val]
    ring
  refine ⟨h, ?_⟩
  have hs := fun i => (summable_line hc (hb i) (q i)).norm
  rw [funext h]
  exact ((hs 0).mul_norm ((hs 1).mul_norm (hs 2))).of_norm
```

## From one axis to the trace rule

Mathlib's quadratic exponential sum supplies the one-axis identity; the rest of the proof matches its parameters to \(a\), \(\eta\) and \(x\).

```lean
/-- Poisson summation on a line, for `a > 0` and `η > 0`: the sum of `exp(-η²R² - ixR)` over
`R = an` equals `√π/(ηa)` times the sum of `exp(-(x+G)²/(4η²))` over `G = 2πn/a`. -/
theorem poisson_line {a η : ℝ} (ha : 0 < a) (hη : 0 < η) (x : ℝ) :
    ∑' n : ℤ, Complex.exp (((-η ^ 2 * (0 + a * n) ^ 2 : ℝ) : ℂ)
        + ((-(x * (a * n)) : ℝ) : ℂ) * Complex.I)
      = ((√π / (η * a) : ℝ) : ℂ)
        * ((∑' n : ℤ, Real.exp (-(1 / (4 * η ^ 2)) * (x + 2 * π / a * n) ^ 2) : ℝ) : ℂ) := by
  have hπ : (π : ℂ) ≠ 0 := Complex.ofReal_ne_zero.mpr Real.pi_ne_zero
  have ha' : (a : ℂ) ≠ 0 := Complex.ofReal_ne_zero.mpr ha.ne'
  have hη' : (η : ℂ) ≠ 0 := Complex.ofReal_ne_zero.mpr hη.ne'
  have hs : ((η ^ 2 * a ^ 2 / π : ℝ) : ℂ) ^ (1 / 2 : ℂ) = ((η * a / √π : ℝ) : ℂ) := by
    rw [show (1 / 2 : ℂ) = ((1 / 2 : ℝ) : ℂ) by norm_num,
      ← Complex.ofReal_cpow (by positivity), ← Real.sqrt_eq_rpow,
      show η ^ 2 * a ^ 2 / π = (η * a / √π) ^ 2 by
        rw [div_pow, Real.sq_sqrt Real.pi_pos.le, mul_pow],
      Real.sqrt_sq (by positivity)]
  have h := Complex.tsum_exp_neg_quadratic (a := ((η ^ 2 * a ^ 2 / π : ℝ) : ℂ))
    (by rw [Complex.ofReal_re]; positivity) (-(Complex.I * x * a / (2 * π)))
  rw [hs] at h
  refine (tsum_congr fun n => ?_).trans (h.trans ?_)
  · congr 1
    push_cast
    field_simp
    ring
  · rw [Complex.ofReal_tsum]
    congr 1
    · push_cast
      rw [one_div_div]
    · refine tsum_congr fun n => ?_
      have hI : Complex.I * (-(Complex.I * x * a / (2 * π))) = x * a / (2 * π) := by
        linear_combination (-(x * a / (2 * π) : ℂ)) * Complex.I_sq
      rw [hI, Complex.ofReal_exp]
      congr 1
      push_cast
      field_simp
      ring
```

In three dimensions, `hre` writes each cosine term as the real part of a product of phased factors, and `hp` applies the line identity to each axis.

```lean
/-- Poisson summation on the lattice, for positive cell sides and `η > 0`: `∑_R cos(q·R) exp(-η²R²)`
is `π^(3/2)/(Ωη³)` times `∑_G exp(-(q+G)²/(4η²))`. -/
theorem poisson_lattice {a : Fin 3 → ℝ} (ha : ∀ i, 0 < a i) {η : ℝ} (hη : 0 < η)
    (q : Fin 3 → ℝ) :
    ∑' n, Real.cos (q ⬝ᵥ latticeVec a n) * realGauss η (latticeVec a n)
      = √π ^ 3 / (cellVolume a * η ^ 3) * ∑' n, recipGauss η (q + recipVec a n) := by
  let f : Fin 3 → ℤ → ℂ := fun i n => Complex.exp (((-η ^ 2 * (0 + a i * n) ^ 2 : ℝ) : ℂ)
    + ((-(q i * (a i * n)) : ℝ) : ℂ) * Complex.I)
  let g : Fin 3 → ℤ → ℝ := fun i n =>
    Real.exp (-(1 / (4 * η ^ 2)) * (q i + 2 * π / a i * n) ^ 2)
  have hf : ∀ i, Summable fun n => ‖f i n‖ := by
    intro i
    have e : (fun n => ‖f i n‖) = fun n : ℤ => Real.exp (-η ^ 2 * (0 + a i * n) ^ 2) := by
      funext n
      simp only [f, Complex.norm_exp, Complex.add_re, Complex.ofReal_re,
        Complex.re_ofReal_mul, Complex.I_re, mul_zero, add_zero]
    rw [e]
    exact summable_line (by positivity) (ha i) 0
  have hb : ∀ i, 0 < 2 * π / a i := fun i => div_pos (by positivity) (ha i)
  have hg : ∀ i, Summable fun n => ‖g i n‖ := fun i =>
    (summable_line (by positivity) (hb i) (q i)).norm
  have hp : ∀ i, ∑' n, f i n = ((√π / (η * a i) : ℝ) : ℂ) * ((∑' n, g i n : ℝ) : ℂ) :=
    fun i => poisson_line (ha i) hη (q i)
  -- the cosine sum is the real part of a product of three phased sums
  have hre : ∀ n : ℤ × ℤ × ℤ, Real.cos (q ⬝ᵥ latticeVec a n) * realGauss η (latticeVec a n)
      = (f 0 n.1 * (f 1 n.2.1 * f 2 n.2.2)).re := by
    intro n
    have e : f 0 n.1 * (f 1 n.2.1 * f 2 n.2.2)
        = Complex.exp (((-η ^ 2 * (latticeVec a n ⬝ᵥ latticeVec a n) : ℝ) : ℂ)
          + ((-(q ⬝ᵥ latticeVec a n) : ℝ) : ℂ) * Complex.I) := by
      simp only [f]
      rw [← Complex.exp_add, ← Complex.exp_add]
      congr 1
      simp only [latticeVec, dotProduct, Fin.sum_univ_three, Matrix.cons_val]
      push_cast
      ring
    rw [e, Complex.exp_re]
    simp only [Complex.add_re, Complex.add_im, Complex.ofReal_re, Complex.ofReal_im,
      Complex.re_ofReal_mul, Complex.im_ofReal_mul, Complex.I_re, Complex.I_im, mul_zero,
      mul_one, add_zero, zero_add, Real.cos_neg, realGauss]
    ring
  have hG : ∑' n, recipGauss η (q + recipVec a n)
      = (∑' n, g 0 n) * ((∑' n, g 1 n) * ∑' n, g 2 n) := by
    rw [← tsum_triple hg]
    exact tsum_congr (gaussian_lattice (by positivity) hb q).1
  rw [tsum_congr hre, ← Complex.re_tsum ((hf 0).mul_norm ((hf 1).mul_norm (hf 2))).of_norm,
    tsum_triple hf, hp 0, hp 1, hp 2, hG]
  simp only [← Complex.ofReal_mul, Complex.ofReal_re, cellVolume]
  ring
```

In the main theorem, `key` separates the cosine sum, `hsplit` isolates \(G=0\), and `hP` simplifies the prefactor. The final `linear_combination` is the subtraction done above.

```lean
/-- The plasma-frequency trace rule in Gaussian form, for positive cell sides, `η > 0` and any `q`.
Take `4π/Ω` times the difference between the sum of `exp(-(q+G)²/(4η²))` over all `G` and the sum of
`exp(-G²/(4η²))` over `G ≠ 0`. Adding `4η³/√π` times the sum of `(1 - cos(q·R)) exp(-η²R²)` over all
`R` gives `4π/Ω`. -/
theorem plasma_trace_rule {a : Fin 3 → ℝ} (ha : ∀ i, 0 < a i) {η : ℝ} (hη : 0 < η)
    (q : Fin 3 → ℝ) :
    4 * π / cellVolume a * (∑' n, recipGauss η (q + recipVec a n)
        - ∑' n, if n = 0 then 0 else recipGauss η (recipVec a n))
      + 4 * η ^ 3 / √π * ∑' n, (1 - Real.cos (q ⬝ᵥ latticeVec a n))
        * realGauss η (latticeVec a n) = 4 * π / cellVolume a := by
  have hq := poisson_lattice ha hη q
  have h0 := poisson_lattice ha hη 0
  simp only [zero_dotProduct, Real.cos_zero, one_mul, zero_add] at h0
  have sR : Summable fun n => realGauss η (latticeVec a n) := by
    simpa only [zero_add, realGauss] using
      (gaussian_lattice (c := η ^ 2) (by positivity) ha 0).2
  have sG : Summable fun n => recipGauss η (recipVec a n) := by
    simpa only [zero_add, recipGauss, recipVec] using
      (gaussian_lattice (c := 1 / (4 * η ^ 2)) (by positivity)
        (fun i => div_pos (by positivity : 0 < 2 * π) (ha i)) 0).2
  have sD : Summable fun n => (1 - Real.cos (q ⬝ᵥ latticeVec a n))
      * realGauss η (latticeVec a n) := by
    refine Summable.of_nonneg_of_le (fun n => ?_) (fun n => ?_) (sR.mul_left 2)
    · exact mul_nonneg (by linarith [Real.cos_le_one (q ⬝ᵥ latticeVec a n)])
        (Real.exp_pos _).le
    · exact mul_le_mul_of_nonneg_right
        (by linarith [Real.neg_one_le_cos (q ⬝ᵥ latticeVec a n)]) (Real.exp_pos _).le
  have key : ∑' n, Real.cos (q ⬝ᵥ latticeVec a n) * realGauss η (latticeVec a n)
      = ∑' n, realGauss η (latticeVec a n) - ∑' n, (1 - Real.cos (q ⬝ᵥ latticeVec a n))
        * realGauss η (latticeVec a n) := by
    rw [← sR.tsum_sub sD]
    exact tsum_congr fun n => by ring
  -- split off the term G = 0, which supplies the right-hand side
  have hsplit := sG.tsum_eq_add_tsum_ite 0
  have hG0 : recipGauss η (recipVec a 0) = 1 := by
    simp [recipGauss, recipVec, latticeVec, dotProduct, Fin.sum_univ_three]
  rw [hG0] at hsplit
  have hΩ : cellVolume a ≠ 0 := (mul_pos (mul_pos (ha 0) (ha 1)) (ha 2)).ne'
  have hs : √π ≠ 0 := (Real.sqrt_pos.mpr Real.pi_pos).ne'
  have hP : 4 * η ^ 3 / √π * (√π ^ 3 / (cellVolume a * η ^ 3)) = 4 * π / cellVolume a := by
    rw [show √π ^ 3 = π * √π by rw [pow_succ, Real.sq_sqrt Real.pi_pos.le]]
    field_simp
  rw [key, h0] at hq
  linear_combination (-(4 * η ^ 3 / √π)) * hq + (∑' n, recipGauss η (recipVec a n)
    - ∑' n, recipGauss η (q + recipVec a n)) * hP + 4 * π / cellVolume a * hsplit
```

## The rule for force constants

```lean
/-- For `k ≠ 0` and `η ≠ 0` the trace of the reciprocal-space force-constant tensor is the Gaussian
`exp(-k²/(4η²))`. -/
theorem trace_recipTensor (η : ℝ) {k : Fin 3 → ℝ} (hk : k ≠ 0) :
    (recipTensor η k).trace = recipGauss η k := by
  rw [recipTensor, Matrix.trace_smul, Matrix.trace_vecMulVec, smul_eq_mul,
    div_mul_cancel₀ _ (mt dotProduct_self_eq_zero.mp hk)]
```

Here Lean applies the quotient rule twice instead of substituting \(u=rv\).

```lean
/-- At `r > 0` the Laplacian of the short-range potential `erfc(ηr)/r` is
`(4η³/√π) exp(-η²r²)`. -/
theorem laplacian_shortRange (η : ℝ) {r : ℝ} (hr : 0 < r) :
    radialLaplacian (shortRange η) r = 4 * η ^ 3 / √π * Real.exp (-η ^ 2 * r ^ 2) := by
  have hE : ∀ x, HasDerivAt erfc (-(2 / √π * Real.exp (-x ^ 2))) x := fun x =>
    ((Continuous.integral_hasStrictDerivAt (f := fun t : ℝ => Real.exp (-t ^ 2))
      (by fun_prop) 0 x).hasDerivAt.const_mul (2 / √π)).const_sub 1
  have hU : ∀ x, HasDerivAt (fun y => erfc (η * y))
      (-(2 * η / √π) * Real.exp (-(η * x) ^ 2)) x := by
    intro x
    have h := (hE (η * x)).comp x ((hasDerivAt_id' x).const_mul η)
    exact h.congr_deriv (by ring)
  have h1 : ∀ x, x ≠ 0 → HasDerivAt (shortRange η)
      ((-(2 * η / √π) * Real.exp (-(η * x) ^ 2) * x - erfc (η * x) * 1) / x ^ 2) x :=
    fun x hx => (hU x).fun_div (hasDerivAt_id' x) hx
  have hd : deriv (shortRange η) =ᶠ[nhds r] fun x =>
      (-(2 * η / √π) * Real.exp (-(η * x) ^ 2) * x - erfc (η * x) * 1) / x ^ 2 := by
    filter_upwards [isOpen_ne.mem_nhds hr.ne'] with x hx
    exact (h1 x hx).deriv
  have hp : HasDerivAt (fun x : ℝ => -(η * x) ^ 2) (-(2 * η ^ 2 * r)) r := by
    have h := (((hasDerivAt_id' r).const_mul η).fun_pow 2).fun_neg
    exact h.congr_deriv (by simp; ring)
  have hsq : HasDerivAt (fun x : ℝ => x ^ 2) (2 * r) r := by
    simpa using hasDerivAt_pow 2 r
  -- differentiate the explicit first derivative once more
  have h2 := (((hp.exp.const_mul (-(2 * η / √π))).fun_mul (hasDerivAt_id' r)).fun_sub
    ((hU r).mul_const 1)).fun_div hsq (pow_ne_zero 2 hr.ne')
  have hs : √π ≠ 0 := (Real.sqrt_pos.mpr Real.pi_pos).ne'
  rw [radialLaplacian, hd.deriv_eq, h2.deriv, hd.eq_of_nhds,
    show -η ^ 2 * r ^ 2 = -(η * r) ^ 2 by ring]
  generalize Real.exp (-(η * r) ^ 2) = e
  field_simp
  ring
```

The last theorem replaces the Gaussians by these traces, term by term. It omits \(R=0\), where the weight \(1-\cos q\cdot R\) vanishes, and assumes that \(q+G\) is never zero.

```lean
/-- The trace rule for Ewald force constants, for positive cell sides, `η > 0` and `q` not a
reciprocal lattice vector. Take `4π/Ω` times the difference between the summed traces of the
reciprocal tensors at `q + G` (all `G`) and at `G` (`G ≠ 0`). Adding the Laplacians of the
short-range potential, summed over `R ≠ 0` with weight `1 - cos(q·R)`, gives `4π/Ω`. -/
theorem force_constant_trace_rule {a : Fin 3 → ℝ} (ha : ∀ i, 0 < a i) {η : ℝ} (hη : 0 < η)
    {q : Fin 3 → ℝ} (hq : ∀ n, q + recipVec a n ≠ 0) :
    4 * π / cellVolume a * (∑' n, (recipTensor η (q + recipVec a n)).trace
        - ∑' n, if n = 0 then 0 else (recipTensor η (recipVec a n)).trace)
      + ∑' n, (if n = 0 then 0 else (1 - Real.cos (q ⬝ᵥ latticeVec a n))
        * radialLaplacian (shortRange η) (√(latticeVec a n ⬝ᵥ latticeVec a n)))
      = 4 * π / cellVolume a := by
  have hne : ∀ b : Fin 3 → ℝ, (∀ i, 0 < b i) → ∀ n, n ≠ 0 → latticeVec b n ≠ 0 := by
    intro b hb n hn h
    have e0 := congrFun h 0
    have e1 := congrFun h 1
    have e2 := congrFun h 2
    simp [latticeVec, (hb 0).ne'] at e0
    simp [latticeVec, (hb 1).ne'] at e1
    simp [latticeVec, (hb 2).ne'] at e2
    exact hn (Prod.ext e0 (Prod.ext e1 e2))
  -- compare term by term with the Gaussian form of the rule
  refine Eq.trans ?_ (plasma_trace_rule ha hη q)
  rw [← tsum_mul_left]
  congr 1
  · congr 2
    · exact tsum_congr fun n => trace_recipTensor η (hq n)
    · refine tsum_congr fun n => ?_
      split_ifs with hn
      · rfl
      · exact trace_recipTensor η (hne _ (fun i => div_pos (by positivity) (ha i)) n hn)
  · refine tsum_congr fun n => ?_
    split_ifs with hn
    · simp [hn, latticeVec, dotProduct, Fin.sum_univ_three]
    · have h0 : 0 ≤ latticeVec a n ⬝ᵥ latticeVec a n :=
        Finset.sum_nonneg fun i _ => mul_self_nonneg _
      have hpos := lt_of_le_of_ne h0 (Ne.symm (mt dotProduct_self_eq_zero.mp (hne a ha n hn)))
      rw [laplacian_shortRange η (Real.sqrt_pos.mpr hpos), Real.sq_sqrt h0, realGauss]
      ring

end

end EwaldTraceRule
```

```lean
#print axioms EwaldTraceRule.plasma_trace_rule
#print axioms EwaldTraceRule.force_constant_trace_rule
```

```
'EwaldTraceRule.plasma_trace_rule' depends on axioms: [propext, Classical.choice, Quot.sound]
'EwaldTraceRule.force_constant_trace_rule' depends on axioms: [propext, Classical.choice, Quot.sound]
```

The assumption that \(q+G\) is never zero cannot be dropped. If \(q\) is a reciprocal lattice vector, zero included, the two reciprocal sums cancel, because Lean's tensor at \(k=0\) is zero, and the real-space sum vanishes; the left side is \(0\), not \(4\pi/\Omega\). The Gaussian form does hold at these \(q\).

The theorem adds traces of individual terms. Identifying that total, times squared ionic charge over mass, with the trace of the crystal's dynamical matrix is the physical step left to the Ewald construction. Granted that step, the rule offers a check on code that computes the dynamical matrix of this model, bare ions in a uniform background with one ion per orthorhombic cell: once the sums have converged, the trace must depend on neither \(\eta\) nor \(q\), away from reciprocal lattice vectors. In a real crystal the electrons respond to the ions, and the trace of the full dynamical matrix generally varies with \(q\).
